# An effective Hamiltonian with a root outside the exact spectrum, though its wave operator rebuilds one exact state

The lemma concerns one three-level Hamiltonian, given as a 3×3 matrix, and a model space spanned by the first two basis states, the second of which couples to the third, outside that space. The wave operator is taken to be the model-space projector P itself, so the effective Hamiltonian is PHP. The first basis state is an exact eigenvector of H with eigenvalue 0 and is recovered when the wave operator acts on its projection; the second is an eigenvector of PHP with eigenvalue 1, yet 1 is not an eigenvalue of H. The attempt checks the matrix identities component by component with `norm_num`, and excludes the eigenvalue 1 by showing that the three components of Hv = v force v = 0.

The failing Lean file:

```lean
import Mathlib

open Matrix

namespace IntermediateHamiltonian

variable {n : Type*} [Fintype n]

/-- The nonzero vector `v` is an eigenvector of `A` with eigenvalue `E`. -/
def IsEigenpair (A : Matrix n n ℂ) (E : ℂ) (v : n → ℂ) : Prop :=
  v ≠ 0 ∧ A *ᵥ v = E • v

/-- The effective Hamiltonian `P H R` built from the model-space projector `P`,
the Hamiltonian `H` and the wave operator `R`. -/
def effHam (P H R : Matrix n n ℂ) : Matrix n n ℂ := P * H * R

/-- The projector on the first two of three basis states. -/
def modelP : Matrix (Fin 3) (Fin 3) ℂ := !![1, 0, 0; 0, 1, 0; 0, 0, 0]

/-- A three-level Hamiltonian whose second basis state couples to the third, outside the
model space. -/
def bufferH : Matrix (Fin 3) (Fin 3) ℂ := !![0, 0, 0; 0, 1, 1; 0, 1, 0]

/-- With `R = P`, the first basis state is an exact target state that `R` rebuilds, while the
second is a root of the effective Hamiltonian at 1, which is not an eigenvalue of `H`. -/
theorem buffer_root_spurious :
    IsEigenpair bufferH 0 ![1, 0, 0] ∧
    modelP *ᵥ (modelP *ᵥ ![1, 0, 0]) = ![1, 0, 0] ∧
    IsEigenpair (effHam modelP bufferH modelP) 1 ![0, 1, 0] ∧
    ∀ v, ¬ IsEigenpair bufferH 1 v := by
  refine ⟨⟨fun h => ?_, ?_⟩, ?_, ⟨fun h => ?_, ?_⟩, ?_⟩
  · have := congrFun h 0
    simp at this
  · ext i
    fin_cases i <;> norm_num [bufferH, Matrix.mulVec, dotProduct, Fin.sum_univ_three]
  · ext i
    fin_cases i <;> norm_num [modelP, Matrix.mulVec, dotProduct, Fin.sum_univ_three]
  · have := congrFun h 1
    simp at this
  · ext i
    fin_cases i <;> norm_num [effHam, modelP, bufferH, Matrix.mulVec, dotProduct,
      Matrix.mul_apply, Fin.sum_univ_three]
  · -- the three components of `H v = v` force `v = 0`
    rintro v ⟨hv, h⟩
    have h0 : 0 = v 0 := by
      simpa [bufferH, Matrix.mulVec, dotProduct, Fin.sum_univ_three] using congrFun h 0
    have h1 : v 1 + v 2 = v 1 := by
      simpa [bufferH, Matrix.mulVec, dotProduct, Fin.sum_univ_three] using congrFun h 1
    have h2 : v 1 = v 2 := by
      simpa [bufferH, Matrix.mulVec, dotProduct, Fin.sum_univ_three] using congrFun h 2
    have e1 : v 1 = 0 := by linear_combination h2 + h1
    have e2 : v 2 = 0 := by linear_combination h1
    apply hv
    funext i
    fin_cases i
    · exact h0.symm
    · exact e1
    · exact e2

end IntermediateHamiltonian
```

The compiler's answer:

```
Main.lean:34:2: error: unsolved goals
case refine_2.«0»
⊢ ![0, 0, 0] 2 = 0 ∨ ![1, 0, 0] 2 = 0

case refine_2.«1»
⊢ ![0, 1, 1] 2 = 0 ∨ ![1, 0, 0] 2 = 0

case refine_2.«2»
⊢ ![0, 1, 0] 2 = 0 ∨ ![1, 0, 0] 2 = 0
Main.lean:36:2: error: unsolved goals
case refine_3.«0»
⊢ 1 + ![1, 0, 0] 2 * ![1, 0, 0] 2 +
      ![1, 0, 0] 2 *
        (vecCons 1 (fun i => vecCons 0 (fun i => 0) i) 2 +
          vecCons (![1, 0, 0] 2) (fun i => vecCons (![0, 1, 0] 2) (fun i => ![0, 0, 0] 2) i) 2 * ![1, 0, 0] 2) =
    1

case refine_3.«1»
⊢ ![0, 1, 0] 2 * ![1, 0, 0] 2 +
      ![0, 1, 0] 2 *
        (vecCons 1 (fun i => vecCons 0 (fun i => 0) i) 2 +
          vecCons (![1, 0, 0] 2) (fun i => vecCons (![0, 1, 0] 2) (fun i => ![0, 0, 0] 2) i) 2 * ![1, 0, 0] 2) =
    0

case refine_3.«2»
⊢ ![0, 0, 0] 2 = 0 ∨
    vecCons 1 (fun i => vecCons 0 (fun i => 0) i) 2 +
        vecCons (![1, 0, 0] 2) (fun i => vecCons (![0, 1, 0] 2) (fun i => ![0, 0, 0] 2) i) 2 * ![1, 0, 0] 2 =
      0
Main.lean:40:2: error: unsolved goals
case refine_5.«0»
⊢ ![0, 0, 0] 2 * vecCons 0 (fun i => vecCons 1 (fun i => 0) i) 2 +
      ![0, 0, 0] 2 * vecCons (![1, 0, 0] 2) (fun i => vecCons (![0, 1, 0] 2) (fun i => ![0, 0, 0] 2) i) 2 *
        ![0, 1, 0] 2 =
    0

case refine_5.«1»
⊢ 1 + ![0, 1, 1] 2 * vecCons 0 (fun i => vecCons 1 (fun i => 0) i) 2 +
      (![0, 1, 0] 2 +
          ![0, 1, 1] 2 * vecCons (![1, 0, 0] 2) (fun i => vecCons (![0, 1, 0] 2) (fun i => ![0, 0, 0] 2) i) 2) *
        ![0, 1, 0] 2 =
    1
```

As a diff, the version that Lean accepts:

```diff
@@ -33,11 +33,11 @@
     simp at this
   · ext i
-    fin_cases i <;> norm_num [bufferH, Matrix.mulVec, dotProduct, Fin.sum_univ_three]
+    fin_cases i <;> simp [bufferH, Matrix.mulVec, dotProduct, Fin.sum_univ_three]
   · ext i
-    fin_cases i <;> norm_num [modelP, Matrix.mulVec, dotProduct, Fin.sum_univ_three]
+    fin_cases i <;> simp [modelP, Matrix.mulVec, dotProduct, Fin.sum_univ_three]
   · have := congrFun h 1
     simp at this
   · ext i
-    fin_cases i <;> norm_num [effHam, modelP, bufferH, Matrix.mulVec, dotProduct,
+    fin_cases i <;> simp [effHam, modelP, bufferH, Matrix.mulVec, dotProduct,
       Matrix.mul_apply, Fin.sum_univ_three]
   · -- the three components of `H v = v` force `v = 0`
```

Cause. All three errors are goals that `norm_num` left open after the matrix products had been expanded into sums. What remains is true, but it contains unevaluated entries such as `![1, 0, 0] 2`, the third entry of an explicit vector, which is simply 0. The longer expressions with `vecCons` are stuck in the same way, at index 2.

Entries at indices 0 and 1 are reduced by ordinary simp lemmas, which `norm_num` also uses. For index 2 the reduction is done by the simplification procedure `Matrix.cons_val`, a small program that reads off the entry at a literal index. `simp` runs such procedures by default and `norm_num` does not, so the third entries stayed as they were and the arithmetic could not finish.

Each of the three changes replaces `norm_num` by `simp` with the same list of definitions and lemmas. The third entries are then evaluated, and the remaining sums and products of zeros and ones are simple enough for `simp` to close.
